# Scalar comparison behind the qubit Golden–Thompson inequality: cosh √(r² + s² + 2d) is below cosh r cosh s + d sinhc r sinhc s when d² < (rs)², and equal to it when d² = (rs)²

The declaration `cosh_sqrt_compare` states, for arbitrary real r, s, d, that cosh √(r² + s² + 2d) equals cosh r cosh s + d sinhc r sinhc s when d² = (rs)² and is strictly smaller when d² < (rs)², where `sinhc` is sinh x / x with the value 1 at 0. The namespace `QubitGoldenThompson` points to the physical reading: for traceless Hermitian 2×2 matrices A = a·σ and B = b·σ with unnormalised real vectors, r = |a|, s = |b| and d = a·b, the two sides are ½ Tr exp(A + B) and ½ Tr(exp A exp B). No matrix, trace or vector appears in the statement, which concerns three real numbers only and says nothing about d² > (rs)². The equality case rewrites the radicand as (r ± s)² and uses the addition formulas for cosh. The strict case writes d = t·rs with t² < 1 and applies `strictConvexOn_cosh_sqrt` to the points (r + s)² and (r − s)² with weights (1 ± t)/2.

An attempt in Lean 4 with a fault in it:

```lean
import Mathlib

open Matrix

namespace QubitGoldenThompson

noncomputable section

/-- The function `sinh x / x`, with the value `1` at `x = 0`. -/
def sinhc (x : ℝ) : ℝ := if x = 0 then 1 else Real.sinh x / x

/-- The function `x ↦ cosh √x` is strictly convex on the nonnegative reals. -/
theorem strictConvexOn_cosh_sqrt :
    StrictConvexOn ℝ (Set.Ici 0) (fun x : ℝ => Real.cosh (Real.sqrt x)) := by
  refine ⟨convex_Ici 0, fun x hx y hy hxy p q hp hq hpq => ?_⟩
  -- cosh √z = ∑ zⁿ / (2n)!
  have hs : ∀ z : ℝ, 0 ≤ z →
      HasSum (fun n : ℕ => z ^ n / ((2 * n).factorial : ℝ)) (Real.cosh (Real.sqrt z)) := by
    intro z hz
    have := Real.hasSum_cosh (Real.sqrt z)
    simpa only [pow_mul, Real.sq_sqrt hz] using this
  have hz : 0 ≤ p * x + q * y := add_nonneg (mul_nonneg hp.le hx) (mul_nonneg hq.le hy)
  simp only [smul_eq_mul]
  refine hasSum_lt (i := 2) ?_ ?_ (hs _ hz) (((hs x hx).mul_left p).add ((hs y hy).mul_left q))
  · intro n
    have h : (p * x + q * y) ^ n ≤ p * x ^ n + q * y ^ n :=
      (convexOn_pow n).2 hx hy hp.le hq.le hpq
    have hc : (0 : ℝ) ≤ ((2 * n).factorial : ℝ) := by positivity
    exact (div_le_div_of_nonneg_right h hc).trans_eq (by ring)
  · have h : (p * x + q * y) ^ 2 < p * x ^ 2 + q * y ^ 2 :=
      (strictConvexOn_pow (le_refl 2)).2 hx hy hxy hp hq hpq
    have hc : (0 : ℝ) < ((2 * 2).factorial : ℝ) := by positivity
    exact (div_lt_div_of_pos_right h hc).trans_eq (by ring)

/-- The number `cosh √(r² + s² + 2d)` equals `cosh r cosh s + d sinhc r sinhc s` when
`d² = (r s)²` and is strictly smaller when `d² < (r s)²`. -/
theorem cosh_sqrt_compare (r s d : ℝ) :
    (d ^ 2 = (r * s) ^ 2 → Real.cosh (Real.sqrt (r ^ 2 + s ^ 2 + 2 * d)) =
      Real.cosh r * Real.cosh s + d * (sinhc r * sinhc s)) ∧
    (d ^ 2 < (r * s) ^ 2 → Real.cosh (Real.sqrt (r ^ 2 + s ^ 2 + 2 * d)) <
      Real.cosh r * Real.cosh s + d * (sinhc r * sinhc s)) := by
  have hm : ∀ x : ℝ, x * sinhc x = Real.sinh x := by
    intro x
    by_cases h : x = 0
    · simp [h]
    · rw [sinhc, if_neg h]
      field_simp
  refine ⟨fun hd => ?_, fun hd => ?_⟩
  · rcases sq_eq_sq_iff_eq_or_eq_neg.1 hd with h | h
    · have e : r ^ 2 + s ^ 2 + 2 * d = (r + s) ^ 2 := by rw [h]; ring
      rw [e, Real.sqrt_sq_eq_abs, Real.cosh_abs, Real.cosh_add, ← hm r, ← hm s, h]
      ring
    · have e : r ^ 2 + s ^ 2 + 2 * d = (r - s) ^ 2 := by rw [h]; ring
      rw [e, Real.sqrt_sq_eq_abs, Real.cosh_abs, Real.cosh_sub, ← hm r, ← hm s, h]
      ring
  · have hp : 0 < (r * s) ^ 2 := lt_of_le_of_lt (sq_nonneg d) hd
    have hrs : r * s ≠ 0 := fun h => by simp [h] at hp
    obtain ⟨t, rfl⟩ : ∃ t, d = t * (r * s) := ⟨d / (r * s), (div_mul_cancel₀ d hrs).symm⟩
    have ht : t ^ 2 < 1 := by
      by_contra hc
      nlinarith [mul_nonneg (sub_nonneg.2 (not_lt.1 hc)) hp.le]
    have hne : (r + s) ^ 2 ≠ (r - s) ^ 2 := fun h => hrs (by linarith)
    -- mix (r + s)² and (r - s)² with weights (1 ± t) / 2
    have h := strictConvexOn_cosh_sqrt.2 (Set.mem_Ici.2 (sq_nonneg (r + s)))
      (Set.mem_Ici.2 (sq_nonneg (r - s))) hne (a := (1 + t) / 2) (b := (1 - t) / 2)
      (by nlinarith) (by nlinarith) (by ring)
    simp only [smul_eq_mul, Real.sqrt_sq_eq_abs, Real.cosh_abs, Real.cosh_add,
      Real.cosh_sub] at h
    have e : (1 + t) / 2 * (r + s) ^ 2 + (1 - t) / 2 * (r - s) ^ 2 =
        r ^ 2 + s ^ 2 + 2 * (t * (r * s)) := by ring
    rw [e, ← hm r, ← hm s] at h
    linarith

end

end QubitGoldenThompson
```

Messages:

```
Main.lean:64:14: error: Application type mismatch: The argument
  strictConvexOn_cosh_sqrt
has type
  StrictConvexOn ℝ (Set.Ici 0) fun x => Real.cosh √x
but is expected to have type
  (1 + t) / 2 ∧ (1 - t) / 2
in the application
  strictConvexOn_cosh_sqrt.right
Main.lean:65:52: error(lean.synthInstanceFailed): failed to synthesize instance of type class
  HDiv ℝ ℕ Prop

Hint: Type class instance resolution failures can be inspected with the `set_option trace.Meta.synthInstance true` command.
Main.lean:65:71: error(lean.synthInstanceFailed): failed to synthesize instance of type class
  HDiv ℝ ℕ Prop

Hint: Type class instance resolution failures can be inspected with the `set_option trace.Meta.synthInstance true` command.
```

Cause. `StrictConvexOn` unfolds to a conjunction, so `.2` is `And.right`, shown as `strictConvexOn_cosh_sqrt.right` in the first message. The implicit arguments of `And.right` are two propositions named `a` and `b`. The named arguments `(a := (1 + t) / 2)` and `(b := (1 - t) / 2)`, meant for the convexity weights, were assigned to these propositions instead. Lean therefore expected `strictConvexOn_cosh_sqrt` to have type `(1 + t) / 2 ∧ (1 - t) / 2`, which is the type mismatch. The other two messages, one for each weight, follow from the same assignment: each quotient had to be a `Prop`, and no instance `HDiv ℝ ℕ Prop` was found.

The repair removes the named arguments, so the conjuncts are read from the type of `strictConvexOn_cosh_sqrt`. The weights must then be fixed another way. The facts `hw1`, `hw2` and `hw3` state the positivity of each weight and their sum explicitly, proved by the same `nlinarith` and `ring` calls as before. Passed in place of the three inline `by` terms, they determine the weights by unification.

This version goes through:

```diff
@@ -62,7 +62,10 @@
     have hne : (r + s) ^ 2 ≠ (r - s) ^ 2 := fun h => hrs (by linarith)
     -- mix (r + s)² and (r - s)² with weights (1 ± t) / 2
+    have hw1 : 0 < (1 + t) / 2 := by nlinarith
+    have hw2 : 0 < (1 - t) / 2 := by nlinarith
+    have hw3 : (1 + t) / 2 + (1 - t) / 2 = 1 := by ring
     have h := strictConvexOn_cosh_sqrt.2 (Set.mem_Ici.2 (sq_nonneg (r + s)))
-      (Set.mem_Ici.2 (sq_nonneg (r - s))) hne (a := (1 + t) / 2) (b := (1 - t) / 2)
-      (by nlinarith) (by nlinarith) (by ring)
+      (Set.mem_Ici.2 (sq_nonneg (r - s))) hne
+      hw1 hw2 hw3
     simp only [smul_eq_mul, Real.sqrt_sq_eq_abs, Real.cosh_abs, Real.cosh_add,
       Real.cosh_sub] at h
```
